# Janak's theorem with an overlap matrix: \(\partial E/\partial f_k=\varepsilon_k\) for differentiable, \(S\)-normalized self-consistent orbitals

Differentiating a total energy with respect to an occupation by the product rule brings in the unknown response of every occupied orbital. Adding charge to one level changes the density, the density changes the potential, and the potential can change all the orbitals. The eigenvalue of the level then has no evident meaning as an energy per added electron.

Janak's theorem removes the response terms when the orbitals are normalized, self-consistent and differentiable in the occupations. It is proved here for real orbitals in a finite basis, with the overlap matrix \(S\) that ultrasoft pseudopotentials bring in. In the code, `ι` labels basis functions, `ρ` density components and `κ` levels.

```lean
import Mathlib

open Matrix
open scoped Topology

namespace UltrasoftJanak

noncomputable section

variable {ι ρ κ : Type*} [Fintype ι] [Fintype ρ] [DecidableEq ρ] [Fintype κ]
```

## Energy and screened Hamiltonian

An orbital is a coefficient vector \(x\), and a matrix \(A\) gives it the quadratic form \(x\cdot Ax\). This is an expectation value when \(x\cdot Sx=1\).

```lean
/-- The quadratic form `x · A x` of an orbital `x` with a real matrix `A`. -/
def expect (A : Matrix ι ι ℝ) (x : ι → ℝ) : ℝ := x ⬝ᵥ A *ᵥ x
```

Level \(i\) has orbital \(\psi_i\) and occupation \(f_i\). Symmetric matrices \(M_r\) give the density components

\[ n_r=\sum_i f_i\,\psi_i\cdot M_r\psi_i . \]

In the ultrasoft setting, \(r\) is a grid point and \(M_r\) holds both the smooth orbital product and the augmentation charge.

```lean
/-- The augmented density `n_r = ∑ f_i ψ_i · M_r ψ_i`. -/
def density (M : ρ → Matrix ι ι ℝ) (f : κ → ℝ) (ψ : κ → ι → ℝ) (r : ρ) : ℝ :=
  ∑ i, f i * expect (M r) (ψ i)
```

With a symmetric bare Hamiltonian \(H_0\) and a function \(F\) for the Hartree, exchange-correlation and local potential energies, the total energy is

\[ E=\sum_i f_i\,\psi_i\cdot H_0\psi_i+F(n). \]

Only the differentiability of \(F\) is used.

```lean
/-- The total energy `E = ∑ f_i ψ_i · H0 ψ_i + F(n)`. -/
def energy (H0 : Matrix ι ι ℝ) (M : ρ → Matrix ι ι ℝ) (F : (ρ → ℝ) → ℝ)
    (f : κ → ℝ) (ψ : κ → ι → ℝ) : ℝ :=
  ∑ i, f i * expect H0 (ψ i) + F (density M f ψ)
```

The effective potential is \(v_r=\partial F/\partial n_r\), the Fréchet derivative of \(F\) applied to the \(r\)-th unit vector. On a grid it includes the volume element.

```lean
/-- The effective potential `∂F/∂n_r`, for `F` differentiable at `n`. -/
def potential (F : (ρ → ℝ) → ℝ) (n : ρ → ℝ) (r : ρ) : ℝ :=
  fderiv ℝ F n (Pi.single r 1)
```

It screens the bare Hamiltonian:

\[ H=H_0+\sum_r v_rM_r . \]

```lean
/-- The screened Hamiltonian `H0 + ∑ (∂F/∂n_r) M_r`, for `F` differentiable at `n`. -/
def screenedH (H0 : Matrix ι ι ℝ) (M : ρ → Matrix ι ι ℝ) (F : (ρ → ℝ) → ℝ)
    (n : ρ → ℝ) : Matrix ι ι ℝ :=
  H0 + ∑ r, potential F n r • M r
```

Its matrix elements follow by linearity:

\[ x\cdot Hy=x\cdot H_0y+\sum_r v_r\,(x\cdot M_ry). \]

In an ultrasoft code, the augmentation part of this sum turns the bare nonlocal coefficients into screened ones, \(D_{ab}=D^{(0)}_{ab}+\sum_r v_rQ_{ab}(r)\), where \(Q_{ab}\) is the augmentation function of projectors \(a\) and \(b\). They are recomputed whenever the potential changes.

```lean
/-- Matrix elements of the screened Hamiltonian are those of `H0` plus the potential
times those of the `M_r`. -/
theorem screenedH_element (H0 : Matrix ι ι ℝ) (M : ρ → Matrix ι ι ℝ) (F : (ρ → ℝ) → ℝ)
    (n : ρ → ℝ) (x y : ι → ℝ) :
    x ⬝ᵥ screenedH H0 M F n *ᵥ y =
      x ⬝ᵥ H0 *ᵥ y + ∑ r, potential F n r * (x ⬝ᵥ M r *ᵥ y) := by
  have h : x ⬝ᵥ (∑ r, potential F n r • M r) *ᵥ y =
      ∑ r, x ⬝ᵥ (potential F n r • M r) *ᵥ y :=
    map_sum (AddMonoidHom.mk' (fun A : Matrix ι ι ℝ => x ⬝ᵥ A *ᵥ y)
      (fun A B => by rw [Matrix.add_mulVec, dotProduct_add])) _ _
  rw [screenedH, Matrix.add_mulVec, dotProduct_add, h]
  simp only [Matrix.smul_mulVec, dotProduct_smul, smul_eq_mul]
```

## The energy derivative before any eigenvalue equation

Let \(x\) depend on a parameter \(s\), and let a prime denote the derivative at \(s=t\). The product rule and the symmetry of \(A\) give

\[ (x\cdot Ax)'=x'\cdot Ax+x\cdot Ax'=2\,x'\cdot Ax . \]

The proof applies the product rule component by component; `hsym` is the symmetry step.

```lean
/-- Along a differentiable path of orbitals, `x · A x` with symmetric `A` changes at the
rate `2 x' · A x`. -/
theorem hasDerivAt_expect {A : Matrix ι ι ℝ} (hA : A.IsSymm) {x : ℝ → ι → ℝ}
    {x' : ι → ℝ} {t : ℝ} (hx : HasDerivAt x x' t) :
    HasDerivAt (fun s => expect A (x s)) (2 * (x' ⬝ᵥ A *ᵥ x t)) t := by
  have hx' := hasDerivAt_pi.1 hx
  have hAx : ∀ i, HasDerivAt (fun s => (A *ᵥ x s) i) ((A *ᵥ x') i) t := fun i => by
    simp only [Matrix.mulVec, dotProduct]
    exact HasDerivAt.fun_sum fun j _ => (hx' j).const_mul (A i j)
  have h : HasDerivAt (fun s => expect A (x s))
      (∑ i, (x' i * (A *ᵥ x t) i + x t i * (A *ᵥ x') i)) t := by
    simp only [expect, dotProduct]
    exact HasDerivAt.fun_sum fun i _ => (hx' i).fun_mul (hAx i)
  have hsym : x t ⬝ᵥ A *ᵥ x' = x' ⬝ᵥ A *ᵥ x t := by
    rw [Matrix.dotProduct_mulVec, ← Matrix.mulVec_transpose, hA.eq, dotProduct_comm]
  refine h.congr_deriv ?_
  rw [Finset.sum_add_distrib]
  change x' ⬝ᵥ A *ᵥ x t + x t ⬝ᵥ A *ᵥ x' = _
  rw [hsym]
  ring
```

Now let occupations and orbitals both vary. The previous step gives

\[ n_r'=\sum_i\left(f_i'\,\psi_i\cdot M_r\psi_i+2f_i\,\psi_i'\cdot M_r\psi_i\right), \]

and the same formula with \(H_0\) in place of \(M_r\) for the first part of \(E\). The chain rule gives \(F(n)'=\sum_r v_rn_r'\). Exchanging the sums over \(r\) and \(i\) collects \(H_0+\sum_r v_rM_r=H\):

\[ E'=\sum_i\left(f_i'\,\psi_i\cdot H\psi_i+2f_i\,\psi_i'\cdot H\psi_i\right). \]

In the proof, `hq` differentiates the weighted sums, `hn` collects the density derivatives, `hL` expands the derivative of \(F\), and `Finset.sum_comm` exchanges the sums.

```lean
/-- When occupations and orbitals both vary differentiably, the energy changes by an occupation term
and an orbital relaxation term, both given by the screened Hamiltonian. -/
theorem hasDerivAt_energy {H0 : Matrix ι ι ℝ} {M : ρ → Matrix ι ι ℝ} {F : (ρ → ℝ) → ℝ}
    (hH : H0.IsSymm) (hM : ∀ r, (M r).IsSymm) {f : ℝ → κ → ℝ} {f' : κ → ℝ}
    {ψ : ℝ → κ → ι → ℝ} {ψ' : κ → ι → ℝ} {t : ℝ}
    (hF : DifferentiableAt ℝ F (density M (f t) (ψ t)))
    (hf : HasDerivAt f f' t) (hψ : HasDerivAt ψ ψ' t) :
    HasDerivAt (fun s => energy H0 M F (f s) (ψ s))
      (∑ i, (f' i * expect (screenedH H0 M F (density M (f t) (ψ t))) (ψ t i) +
        2 * f t i * (ψ' i ⬝ᵥ screenedH H0 M F (density M (f t) (ψ t)) *ᵥ ψ t i))) t := by
  have hq : ∀ A : Matrix ι ι ℝ, A.IsSymm →
      HasDerivAt (fun s => ∑ i, f s i * expect A (ψ s i))
        (∑ i, (f' i * expect A (ψ t i) + f t i * (2 * (ψ' i ⬝ᵥ A *ᵥ ψ t i)))) t :=
    fun A hA => HasDerivAt.fun_sum fun i _ =>
      (hasDerivAt_pi.1 hf i).fun_mul (hasDerivAt_expect hA (hasDerivAt_pi.1 hψ i))
  have hn : HasDerivAt (fun s => density M (f s) (ψ s))
      (fun r => ∑ i, (f' i * expect (M r) (ψ t i) +
        f t i * (2 * (ψ' i ⬝ᵥ M r *ᵥ ψ t i)))) t :=
    hasDerivAt_pi.2 fun r => hq (M r) (hM r)
  -- the derivative of `F` in a direction `v` is the potential summed against `v`
  have hL : ∀ v : ρ → ℝ, fderiv ℝ F (density M (f t) (ψ t)) v =
      ∑ r, v r * potential F (density M (f t) (ψ t)) r := fun v => by
    have hv : v = ∑ r, v r • (Pi.single r (1 : ℝ) : ρ → ℝ) := by
      ext j
      simp [Finset.sum_apply, Pi.single_apply]
    refine (congrArg _ hv).trans ?_
    rw [map_sum]
    exact Finset.sum_congr rfl fun r _ => by rw [map_smul, smul_eq_mul, potential]
  refine ((hq H0 hH).fun_add (hF.hasFDerivAt.comp_hasDerivAt t hn)).congr_deriv ?_
  rw [hL]
  simp only [Finset.sum_mul]
  rw [Finset.sum_comm, ← Finset.sum_add_distrib]
  refine Finset.sum_congr rfl fun i _ => ?_
  simp only [expect, screenedH_element]
  rw [mul_add, mul_add, Finset.mul_sum, Finset.mul_sum, add_add_add_comm,
    ← Finset.sum_add_distrib]
  congr 1
  · ring
  · exact Finset.sum_congr rfl fun r _ => by ring
```

## Normalization removes the relaxation term

If \(x\cdot Sx=1\) throughout a neighbourhood of \(t\), its derivative vanishes, so \(2\,x'\cdot Sx=0\). The code compares the two derivatives by uniqueness.

```lean
/-- An orbital that stays `S`-normalized changes only in directions `S`-orthogonal to
itself. -/
theorem normalized_orthogonal {S : Matrix ι ι ℝ} (hS : S.IsSymm) {x : ℝ → ι → ℝ}
    {x' : ι → ℝ} {t : ℝ} (hx : HasDerivAt x x' t)
    (hnorm : ∀ᶠ s in 𝓝 t, expect S (x s) = 1) : x' ⬝ᵥ S *ᵥ x t = 0 := by
  have h0 : HasDerivAt (fun s => expect S (x s)) 0 t :=
    (hasDerivAt_const t (1 : ℝ)).congr_of_eventuallyEq hnorm
  have h := (hasDerivAt_expect hS hx).unique h0
  linarith
```

Suppose that at \(t\) the orbitals satisfy \(H\psi_i=\varepsilon_iS\psi_i\), with \(H\) built from their own density. Then

\[ \psi_i\cdot H\psi_i=\varepsilon_i\,\psi_i\cdot S\psi_i=\varepsilon_i,\qquad
\psi_i'\cdot H\psi_i=\varepsilon_i\,\psi_i'\cdot S\psi_i=0, \]

and therefore \(E'=\sum_i\varepsilon_if_i'\). The hypotheses `hnorm` and `heig` state the normalization near \(t\) and the eigenvalue equation at \(t\). Orthogonality between different orbitals is not needed.

```lean
/-- Along a differentiable path of occupations, with differentiable orbitals that stay
`S`-normalized near `t` and solve the screened eigenvalue problem at `t`, the energy changes at the
rate `∑ ε_i f_i'`. -/
theorem janak_path {H0 S : Matrix ι ι ℝ} {M : ρ → Matrix ι ι ℝ} {F : (ρ → ℝ) → ℝ}
    (hH : H0.IsSymm) (hS : S.IsSymm) (hM : ∀ r, (M r).IsSymm)
    {f : ℝ → κ → ℝ} {f' ε : κ → ℝ} {ψ : ℝ → κ → ι → ℝ} {t : ℝ}
    (hF : DifferentiableAt ℝ F (density M (f t) (ψ t)))
    (hf : HasDerivAt f f' t) (hψ : DifferentiableAt ℝ ψ t)
    (hnorm : ∀ᶠ s in 𝓝 t, ∀ i, expect S (ψ s i) = 1)
    (heig : ∀ i, screenedH H0 M F (density M (f t) (ψ t)) *ᵥ ψ t i =
      ε i • (S *ᵥ ψ t i)) :
    HasDerivAt (fun s => energy H0 M F (f s) (ψ s)) (∑ i, ε i * f' i) t := by
  refine (hasDerivAt_energy hH hM hF hf hψ.hasDerivAt).congr_deriv ?_
  refine Finset.sum_congr rfl fun i _ => ?_
  have h1 : ψ t i ⬝ᵥ S *ᵥ ψ t i = 1 := hnorm.self_of_nhds i
  -- normalization removes the relaxation term
  have h0 := normalized_orthogonal hS (hasDerivAt_pi.1 hψ.hasDerivAt i)
    (hnorm.mono fun s hs => hs i)
  rw [expect, heig i, dotProduct_smul, dotProduct_smul, h1, h0, smul_eq_mul, smul_eq_mul]
  ring
```

The same argument gives a force formula. If the occupations are fixed and \(H_0\), \(M_r\) and \(S\) depend on an atomic coordinate, normalization gives \(2\psi_i'\cdot S\psi_i=-\psi_i\cdot S'\psi_i\), and hence

\[ E'=\sum_i f_i\,\psi_i\cdot\Big(H_0'+\sum_r v_rM_r'-\varepsilon_iS'\Big)\psi_i, \]

provided that \(F\) itself does not depend on the coordinate. If \(F\) contains the local potential of the moving atom, its derivative at fixed density must be added. The force is minus the total derivative, including that of the ion-ion energy, which is not part of \(E\) here.

## Varying one occupation

Changing \(f_k\) alone means \(f_i'=1\) for \(i=k\) and \(0\) otherwise. In Lean the path is `Function.update f k s` and its derivative is `Pi.single k 1`.

```lean
omit [Fintype κ] in
/-- Changing the occupation of level `k` alone moves the occupation vector in the
direction `k`. -/
theorem hasDerivAt_occupation [DecidableEq κ] (f : κ → ℝ) (k : κ) (t : ℝ) :
    HasDerivAt (fun s => Function.update f k s) (Pi.single k 1) t := by
  refine hasDerivAt_pi.2 fun i => ?_
  by_cases h : i = k
  · subst h
    simpa using hasDerivAt_id' t
  · simpa [h] using hasDerivAt_const t (f i)
```

The sum then reduces to one term:

\[ \frac{\partial E}{\partial f_k}=\sum_i\varepsilon_if_i'=\varepsilon_k . \]

In `janak` the orbitals are a function `ψ` of the whole occupation vector, differentiable at `f` and normalized nearby. That such a family exists is assumed, and a degeneracy can spoil its differentiability. The derivative is two-sided, so at \(f_k=0\) or \(1\) the family must extend slightly past the physical range. The other occupations stay fixed, so the electron number changes.

```lean
/-- **Janak's theorem** with an overlap matrix: the derivative of the total energy with respect to
the occupation `f_k` is the eigenvalue `ε_k`, for orbitals that are differentiable in the
occupations at `f`, `S`-normalized nearby and self-consistent at `f`. -/
theorem janak [DecidableEq κ] {H0 S : Matrix ι ι ℝ} {M : ρ → Matrix ι ι ℝ}
    {F : (ρ → ℝ) → ℝ} (hH : H0.IsSymm) (hS : S.IsSymm) (hM : ∀ r, (M r).IsSymm)
    {ψ : (κ → ℝ) → κ → ι → ℝ} {f ε : κ → ℝ}
    (hF : DifferentiableAt ℝ F (density M f (ψ f))) (hψ : DifferentiableAt ℝ ψ f)
    (hnorm : ∀ᶠ g in 𝓝 f, ∀ i, expect S (ψ g i) = 1)
    (heig : ∀ i, screenedH H0 M F (density M f (ψ f)) *ᵥ ψ f i = ε i • (S *ᵥ ψ f i))
    (k : κ) :
    HasDerivAt (fun s => energy H0 M F (Function.update f k s) (ψ (Function.update f k s)))
      (ε k) (f k) := by
  have h0 : Function.update f k (f k) = f := Function.update_eq_self k f
  have hg := hasDerivAt_occupation f k (f k)
  have hψ' : DifferentiableAt ℝ ψ (Function.update f k (f k)) := by rw [h0]; exact hψ
  have hc : Filter.Tendsto (fun s => Function.update f k s) (𝓝 (f k)) (𝓝 f) := by
    have h := hg.continuousAt.tendsto
    rwa [h0] at h
  have h := janak_path (f := fun s => Function.update f k s)
    (ψ := fun s => ψ (Function.update f k s)) (ε := ε) hH hS hM
    (by simpa only [h0] using hF) hg
    (hψ'.hasFDerivAt.comp_hasDerivAt (f k) hg).differentiableAt
    (hc.eventually hnorm) (by simpa only [h0] using heig)
  exact h.congr_deriv (by simp [Pi.single_apply])
```

This gives a check on a self-consistent code: converge the energy at \(f_k\pm\delta\) with the other occupations held fixed, and compare \([E(f_k+\delta)-E(f_k-\delta)]/(2\delta)\) with \(\varepsilon_k\). Since the electron number changes, the energy and the eigenvalue must refer to the same zero of potential, which needs care in a periodic cell.

For a finite change, fill level \(k\) from 0 to 1. The energy is continuous on \([0,1]\) and has derivative \(\varepsilon_k(s)\) inside, so the mean value theorem gives some \(s\) in \((0,1)\) with

\[ E(1)-E(0)=\varepsilon_k(s). \]

Here \(F\) is differentiable everywhere, the orbitals are differentiable on the closed interval, and normalization and the eigenvalue equation hold inside it. The theorem does not locate \(s\).

```lean
/-- For differentiable, `S`-normalized self-consistent orbitals, the energy change on filling level
`k` from 0 to 1 equals its eigenvalue at some intermediate occupation. -/
theorem filling_energy [DecidableEq κ] {H0 S : Matrix ι ι ℝ} {M : ρ → Matrix ι ι ℝ}
    {F : (ρ → ℝ) → ℝ} (hH : H0.IsSymm) (hS : S.IsSymm) (hM : ∀ r, (M r).IsSymm)
    (hF : Differentiable ℝ F) (f : κ → ℝ) (k : κ) {ψ : ℝ → κ → ι → ℝ} {ε : ℝ → κ → ℝ}
    (hψ : ∀ s ∈ Set.Icc (0 : ℝ) 1, DifferentiableAt ℝ ψ s)
    (hnorm : ∀ s ∈ Set.Ioo (0 : ℝ) 1, ∀ i, expect S (ψ s i) = 1)
    (heig : ∀ s ∈ Set.Ioo (0 : ℝ) 1, ∀ i,
      screenedH H0 M F (density M (Function.update f k s) (ψ s)) *ᵥ ψ s i =
        ε s i • (S *ᵥ ψ s i)) :
    ∃ s ∈ Set.Ioo (0 : ℝ) 1, energy H0 M F (Function.update f k 1) (ψ 1) -
      energy H0 M F (Function.update f k 0) (ψ 0) = ε s k := by
  obtain ⟨s, hs, h⟩ := exists_hasDerivAt_eq_slope
    (fun s => energy H0 M F (Function.update f k s) (ψ s)) (fun s => ε s k) one_pos
    (fun s hs => (hasDerivAt_energy hH hM (hF _) (hasDerivAt_occupation f k s)
      (hψ s hs).hasDerivAt).continuousAt.continuousWithinAt)
    (fun s hs => (janak_path hH hS hM (hF _) (hasDerivAt_occupation f k s)
      (hψ s (Set.Ioo_subset_Icc_self hs))
      (Filter.eventually_of_mem (isOpen_Ioo.mem_nhds hs) hnorm)
      (heig s hs)).congr_deriv (by simp [Pi.single_apply]))
  exact ⟨s, hs, by simpa using h.symm⟩
```

## One orbital that rotates as it fills

An example with a two-function basis satisfies all the hypotheses of `janak`. It is a mathematical example: its density components can be negative, so they are not electron densities at grid points. Take

\[ H_0=S=\begin{pmatrix}1&0\\0&4\end{pmatrix}. \]

```lean
/-- A two-function overlap matrix, also used as `H0` in the example. -/
def exS : Matrix (Fin 2) (Fin 2) ℝ := !![1, 0; 0, 4]
```

The matrices that define the two density components are

\[ M_0=\begin{pmatrix}1&0\\0&-4\end{pmatrix},\qquad M_1=\begin{pmatrix}0&2\\2&0\end{pmatrix}. \]

```lean
/-- The two matrices `M_r` that define the density components in the example. -/
def exM : Fin 2 → Matrix (Fin 2) (Fin 2) ℝ := ![!![1, 0; 0, -4], !![0, 2; 2, 0]]
```

The functional is \(F(n)=(n_0^2+n_1^2)/2\), so \(v_r=n_r\).

```lean
/-- The quadratic density functional `(n_0² + n_1²) / 2`. -/
def exF (n : Fin 2 → ℝ) : ℝ := (1 / 2) * (n 0 * n 0 + n 1 * n 1)
```

With \(f\) the single occupation, every angle \(\theta\) gives a self-consistent orbital \((\cos\theta,\tfrac12\sin\theta)\). We choose \(\theta=f\), so that the orbital rotates as it fills. Then \(\psi=(\cos f,\tfrac12\sin f)\), and \(\psi\cdot S\psi=\cos^2f+\sin^2f=1\).

```lean
/-- One orbital that rotates as its occupation changes. -/
def exψ (f : Fin 1 → ℝ) (_ : Fin 1) : Fin 2 → ℝ := ![Real.cos (f 0), Real.sin (f 0) / 2]
```

The density is \(n_0=f\cos2f\), \(n_1=f\sin2f\), so

\[ H\psi=\begin{pmatrix}1+n_0&2n_1\\2n_1&4-4n_0\end{pmatrix}\psi
=(1+f)\begin{pmatrix}\cos f\\2\sin f\end{pmatrix}=(1+f)\,S\psi . \]

The energy is \(E=f+f^2/2\), whose derivative is indeed \(1+f\). The proof computes the potential, the Hamiltonian and the density in turn, then closes both components with \(\sin^2f+\cos^2f=1\).

```lean
/-- The example meets the hypotheses of Janak's theorem at every occupation, with
eigenvalue `1 + f`. -/
theorem janak_witness :
    exS.IsSymm ∧ (∀ r, (exM r).IsSymm) ∧ Differentiable ℝ exF ∧ Differentiable ℝ exψ ∧
    (∀ f i, expect exS (exψ f i) = 1) ∧
    ∀ f i, screenedH exS exM exF (density exM f (exψ f)) *ᵥ exψ f i =
      (1 + f 0) • (exS *ᵥ exψ f i) := by
  have hv : ∀ a b c d x y : ℝ,
      !![a, b; c, d] *ᵥ ![x, y] = ![a * x + b * y, c * x + d * y] := by
    intro a b c d x y
    ext j
    fin_cases j <;> simp [Matrix.mulVec, dotProduct, Fin.sum_univ_two]
  have hd : ∀ a b x y : ℝ, ![a, b] ⬝ᵥ ![x, y] = a * x + b * y := by
    intro a b x y
    simp [dotProduct, Fin.sum_univ_two]
  have hp : ∀ n r, potential exF n r = n r := by
    intro n
    have h0 : HasFDerivAt (fun m : Fin 2 → ℝ => m 0) _ n := hasFDerivAt_apply (𝕜 := ℝ) 0 n
    have h1 : HasFDerivAt (fun m : Fin 2 → ℝ => m 1) _ n := hasFDerivAt_apply (𝕜 := ℝ) 1 n
    have h : HasFDerivAt exF _ n := ((h0.mul h0).add (h1.mul h1)).const_mul (1 / 2)
    rw [Fin.forall_fin_two]
    constructor <;> rw [potential, h.fderiv] <;> simp <;> ring
  have hH : ∀ n, screenedH exS exM exF n =
      !![1 + n 0, 2 * n 1; 2 * n 1, 4 - 4 * n 0] := by
    intro n
    ext i j
    fin_cases i <;> fin_cases j <;>
      simp [screenedH, hp, exS, exM, Fin.sum_univ_two] <;> ring
  refine ⟨Matrix.IsSymm.ext fun i j => by fin_cases i <;> fin_cases j <;> rfl,
    fun r => Matrix.IsSymm.ext fun i j => by
      fin_cases r <;> fin_cases i <;> fin_cases j <;> rfl,
    by unfold exF; fun_prop, ?_, fun f i => ?_, fun f i => ?_⟩
  · refine differentiable_pi.2 fun i => differentiable_pi.2 fun j => ?_
    fin_cases j <;> simp [exψ] <;> fun_prop
  · simp only [expect, exS, exψ, hv, hd]
    linear_combination Real.sin_sq_add_cos_sq (f 0)
  · have hn0 : density exM f (exψ f) 0 =
        f 0 * (Real.cos (f 0) ^ 2 - Real.sin (f 0) ^ 2) := by
      simp only [density, Fin.sum_univ_one, expect, exM, exψ, Matrix.cons_val_zero, hv, hd]
      ring
    have hn1 : density exM f (exψ f) 1 = f 0 * (2 * Real.sin (f 0) * Real.cos (f 0)) := by
      simp only [density, Fin.sum_univ_one, expect, exM, exψ, Matrix.cons_val_one,
        Matrix.cons_val_zero, hv, hd]
      ring
    rw [hH, hn0, hn1]
    simp only [exS, exψ, hv, Matrix.smul_cons, Matrix.smul_empty, smul_eq_mul]
    have h := Real.sin_sq_add_cos_sq (f 0)
    congr 1
    · linear_combination f 0 * Real.cos (f 0) * h
    · congr 1
      linear_combination 2 * f 0 * Real.sin (f 0) * h

end

end UltrasoftJanak
```

```lean
#print axioms UltrasoftJanak.janak
#print axioms UltrasoftJanak.filling_energy
```

```
'UltrasoftJanak.janak' depends on axioms: [propext, Classical.choice, Quot.sound]
'UltrasoftJanak.filling_energy' depends on axioms: [propext, Classical.choice, Quot.sound]
```
